# For a Hermitian matrix H, an orthogonal projector's population is conserved for all states and times exactly when the projector commutes with H

A state is represented here as a plain function `n → ℂ`, one complex amplitude per state of an orthonormal basis, and this representation leaves open which norm measures a population. Mathlib's default norm on such functions is the largest modulus of a component, which a unitary evolution generally changes. The definitions below therefore pass to the Euclidean norm explicitly, through `WithLp.toLp 2`.

Let $H$ be a time-independent Hamiltonian matrix, $P$ a projector and $\psi$ a state, and set $\hbar=1$. The propagator is $U(t)=e^{-itH}$ for real $t$, and the population of the range of $P$ is $\|P\psi\|^2$. For an orthogonal projector it is a probability when $\|\psi\|=1$; the theorems hold for unnormalised $\psi$ as well. The index type `n` is finite, so unbounded operators and continuous spectra are not covered.

```lean
import Mathlib

open Matrix

namespace InvariantSubspacePopulation

noncomputable section

variable {n : Type*} [Fintype n] [DecidableEq n]

/-- The time-evolution operator `exp(-i t H)`, in units where the reduced Planck constant is one. -/
def propagator (H : Matrix n n ℂ) (t : ℝ) : Matrix n n ℂ :=
  NormedSpace.exp (t • ((-Complex.I) • H))

/-- The population of the range of `P` in the state `ψ`: the squared Euclidean norm of `P ψ`. -/
def population (P : Matrix n n ℂ) (ψ : n → ℂ) : ℝ :=
  ‖WithLp.toLp 2 (P *ᵥ ψ)‖ ^ 2
```

The first lemma writes the squared norm as an overlap, $\|v\|^2=\sum_i \bar v_i v_i=v^\dagger v$. In Lean, `star v ⬝ᵥ v` is $v^\dagger v$ and `*ᵥ` applies a matrix to a vector. The real norm is cast to a complex number so that the two sides can be compared.

```lean
omit [DecidableEq n] in
/-- The squared Euclidean norm of a state is its overlap with itself. -/
theorem norm_sq_eq_overlap (v : n → ℂ) :
    ((‖WithLp.toLp 2 v‖ ^ 2 : ℝ) : ℂ) = star v ⬝ᵥ v := by
  rw [EuclideanSpace.norm_sq_eq, dotProduct]
  push_cast
  exact Finset.sum_congr rfl fun i _ => (Complex.conj_mul' (v i)).symm
```

The main theorem, `population_conserved_iff`, assumes that $H$ is Hermitian and that $P$ is Hermitian and idempotent. It then equates conservation for every state and time with $HP=PH$. The small matrices used below to show what fails without a hypothesis are worked out by hand, except for the final statement that the population of one of two coupled levels is not conserved, which is a theorem in the code.

## Hermitian H: evolution without loss

Hermiticity of $H$ means real energies and no gain or loss of total probability. By hand, put $K=-itH$. Then $K^\dagger=itH^\dagger=itH=-K$. Since $-K$ commutes with $K$, the exponentials combine:
$$U^\dagger U=e^{K^\dagger}e^{K}=e^{-K}e^{K}=e^{-K+K}=1.$$

The proof follows the same line. The step `h` is $K^\dagger=-K$, where `hH.eq` supplies $H^\dagger=H$, and `Matrix.exp_add_of_commute` merges the exponentials.

```lean
/-- A Hermitian Hamiltonian generates a unitary time evolution. -/
theorem propagator_unitary {H : Matrix n n ℂ} (hH : H.IsHermitian) (t : ℝ) :
    (propagator H t)ᴴ * propagator H t = 1 := by
  -- the generator `-i t H` is anti-Hermitian
  have h : (t • ((-Complex.I) • H))ᴴ = -(t • ((-Complex.I) • H)) := by
    simp [Matrix.conjTranspose_smul, hH.eq]
  have hc : Commute (-(t • ((-Complex.I) • H))) (t • ((-Complex.I) • H)) :=
    (Commute.refl (t • ((-Complex.I) • H))).neg_left
  unfold propagator
  rw [← Matrix.exp_conjTranspose, h, ← Matrix.exp_add_of_commute _ _ hc, neg_add_cancel,
    NormedSpace.exp_zero]
```

Both directions of the equivalence use this lemma, and both fail without Hermiticity. For the $1\times1$ matrices $H=-i$ and $P=1$, which commute, $U(t)=e^{-t}$ and the population decays as $e^{-2t}$. This is how an absorbing potential or a decay width acts. Conversely, take
$$H=\begin{pmatrix}0&0\\1&0\end{pmatrix},\qquad P=\begin{pmatrix}1&0\\0&0\end{pmatrix}.$$
Here $H^2=0$, so $U=1-itH$ and $PU=P$. The population is conserved, yet $HP=H$ while $PH=0$.

## HP = PH: no coupling out of the subspace

With $Q=1-P$, one has $HP=PHP+QHP$ and $PH=PHP+PHQ$. The two products agree exactly when the coupling blocks $QHP$ and $PHQ$ vanish. Commutation thus says that $H$ has no matrix elements between the subspace and its complement.

By hand, if a matrix $A$ commutes with $H$, it commutes with every power $H^k$, hence with each term of the exponential series and with $U(t)$. The lemma obtains this from `exp_right`, after the scalar factors have been attached to $H$.

```lean
/-- An operator that commutes with the Hamiltonian commutes with the time evolution. -/
theorem commute_propagator {H A : Matrix n n ℂ} (h : H * A = A * H) (t : ℝ) :
    A * propagator H t = propagator H t * A := by
  have hc : Commute A H := h.symm
  exact ((hc.smul_right (-Complex.I)).smul_right t).exp_right
```

The conservation law is then a short computation:
$$\|AU\psi\|^2=\|UA\psi\|^2=(A\psi)^\dagger U^\dagger U(A\psi)=\|A\psi\|^2.$$
The proof first moves the propagator to the left, then replaces equality of norms by equality of their squares, which is allowed because norms are non-negative. The overlap formula and unitarity finish it. Nothing about projectors enters: `norm_conserved` holds for every matrix $A$ that commutes with $H$.

```lean
/-- If `A` commutes with a Hermitian `H`, the norm of `A exp(-i t H) ψ` equals the norm of `A ψ`
at every time. -/
theorem norm_conserved {H A : Matrix n n ℂ} (hH : H.IsHermitian) (h : H * A = A * H)
    (t : ℝ) (ψ : n → ℂ) :
    ‖WithLp.toLp 2 (A *ᵥ (propagator H t *ᵥ ψ))‖ = ‖WithLp.toLp 2 (A *ᵥ ψ)‖ := by
  -- move the propagator to the left, where unitarity removes it
  rw [Matrix.mulVec_mulVec, commute_propagator h, ← Matrix.mulVec_mulVec]
  apply (sq_eq_sq₀ (norm_nonneg _) (norm_nonneg _)).mp
  apply Complex.ofReal_injective
  rw [norm_sq_eq_overlap, norm_sq_eq_overlap, Matrix.star_mulVec (propagator H t),
    ← Matrix.dotProduct_mulVec, Matrix.mulVec_mulVec (A *ᵥ ψ), propagator_unitary hH,
    Matrix.one_mulVec]
```

A state that starts in the subspace also stays there. If $P\psi=\psi$, then $PU\psi=UP\psi=U\psi$. This needs commutation alone, so the lemma assumes neither Hermiticity nor idempotence.

```lean
/-- If `P` commutes with `H`, a state with `P ψ = ψ` keeps this property at every time. -/
theorem stays_in_subspace {H P : Matrix n n ℂ} (h : H * P = P * H) {ψ : n → ℂ}
    (hψ : P *ᵥ ψ = ψ) (t : ℝ) :
    P *ᵥ (propagator H t *ᵥ ψ) = propagator H t *ᵥ ψ := by
  rw [Matrix.mulVec_mulVec, commute_propagator h, ← Matrix.mulVec_mulVec, hψ]
```

For finite matrix models with a time-independent Hamiltonian, this applies to symmetry sectors, such as those of fixed particle number or total spin. If $H$ is Hermitian and commutes with the sector's projector, the exact evolution keeps the sector's population constant, so a drift in a simulation of this $H$ is an error of the numerics or of the approximation used.

## Every state and every time

The converse recovers commutation from conservation, which is assumed for all $\psi$ and all $t$. A single state is not enough in general: an eigenstate of $H$ only acquires a phase, so all its populations are constant whatever $P$ is. A single time, if chosen arbitrarily, is not enough either. For $H=\begin{pmatrix}0&1\\1&0\end{pmatrix}$, $U(\pi)=-1$, which conserves every population at that instant.

The quantifier over states enters through polarization. Suppose $\psi^\dagger A\psi=0$ for all $\psi$. Inserting $\psi=x+y$ and removing the vanishing diagonal terms gives
$$x^\dagger Ay+y^\dagger Ax=0.$$
Inserting $\psi=x+iy$ gives
$$i\,(x^\dagger Ay-y^\dagger Ax)=0.$$
Dividing the second equation by $i$ and adding it to the first gives $2x^\dagger Ay=0$. Choosing basis vectors for $x$ and $y$ shows that every entry $A_{ij}$ vanishes.

In the code `h1` and `h2` are the two superpositions, `h4` is the second equation without its factor $i$, and `linear_combination` does the elimination. The vectors `Pi.single i 1` are the basis states.

```lean
/-- A complex matrix whose expectation value vanishes in every state is zero. -/
theorem eq_zero_of_expectation {A : Matrix n n ℂ}
    (h : ∀ ψ : n → ℂ, star ψ ⬝ᵥ (A *ᵥ ψ) = 0) : A = 0 := by
  -- polarization with the superpositions `x + y` and `x + i y`
  have key : ∀ x y : n → ℂ, star x ⬝ᵥ (A *ᵥ y) = 0 := by
    intro x y
    have hx := h x
    have hy := h y
    have h1 := h (x + y)
    have h2 := h (x + Complex.I • y)
    simp only [star_add, star_smul, Matrix.mulVec_add, Matrix.mulVec_smul, add_dotProduct,
      dotProduct_add, smul_dotProduct, dotProduct_smul, smul_eq_mul, Complex.star_def,
      Complex.conj_I] at h1 h2
    have h3 : Complex.I * (star x ⬝ᵥ (A *ᵥ y) - star y ⬝ᵥ (A *ᵥ x)) = 0 := by
      linear_combination h2 - hx + Complex.I * Complex.I * hy
    have h4 := (mul_eq_zero.mp h3).resolve_left Complex.I_ne_zero
    linear_combination (h1 - hx - hy + h4) / 2
  ext i j
  have hs : star (Pi.single i (1 : ℂ) : n → ℂ) = Pi.single i 1 := by
    ext k
    by_cases hk : k = i <;> simp [hk]
  have hij := key (Pi.single i 1) (Pi.single j 1)
  rw [hs] at hij
  simpa using hij
```

The quantifier over times enters through a derivative. If $PU(t)=U(t)P$ for all real $t$, differentiate both sides at $t=0$. Since $U'(0)=-iH$, this gives
$$P(-iH)=(-iH)P,$$
and multiplication by $i$ gives $PH=HP$.

In the proof, `hd` is the derivative of the propagator, and `h1` and `h2` are the derivatives of the two products. The hypothesis makes these products the same function, and `unique` says that one function has one derivative at a point. The operator norm on matrices is opened here because the Mathlib lemma used for the derivative of the exponential is stated for normed algebras.

```lean
open scoped Matrix.Norms.Operator in
/-- An operator that commutes with the time evolution at all times commutes with the
Hamiltonian. -/
theorem commute_of_commute_propagator {H P : Matrix n n ℂ}
    (h : ∀ t : ℝ, P * propagator H t = propagator H t * P) : H * P = P * H := by
  -- the time derivative of the propagator at time zero is `-i H`
  have hd : HasDerivAt (fun t : ℝ => propagator H t) ((-Complex.I) • H) 0 := by
    have h0 := hasDerivAt_exp_smul_const (𝕂 := ℝ) ((-Complex.I) • H) (0 : ℝ)
    rw [zero_smul, NormedSpace.exp_zero, one_mul] at h0
    exact h0
  have h1 : HasDerivAt (fun t : ℝ => P * propagator H t) (P * ((-Complex.I) • H)) 0 :=
    hd.const_mul P
  have h2 : HasDerivAt (fun t : ℝ => propagator H t * P) (((-Complex.I) • H) * P) 0 :=
    hd.mul_const P
  rw [funext h] at h1
  have h3 := h1.unique h2
  rw [Matrix.mul_smul, Matrix.smul_mul] at h3
  have h4 := congrArg (fun M => Complex.I • M) h3.symm
  simpa [smul_smul] using h4
```

## P Hermitian and idempotent: an orthogonal projector

Idempotence, $P^2=P$, says that projecting twice is the same as projecting once. Hermiticity makes the projection orthogonal, so that $\|P\psi\|^2$ is the probability of finding a normalised state in the subspace. Together they turn the population into an expectation value:
$$\|P\psi\|^2=\psi^\dagger P^\dagger P\psi=\psi^\dagger P^2\psi=\psi^\dagger P\psi.$$

Conservation now reads $\psi^\dagger(U^\dagger PU-P)\psi=0$ for all $\psi$. By polarization $U^\dagger PU=P$. In finite dimension $U^\dagger U=1$ implies $UU^\dagger=1$, so
$$PU=UU^\dagger PU=UP.$$
This holds at every $t$, and the derivative at $t=0$ gives $HP=PH$.

In the proof below, `hpop` is the expectation-value formula and the place where `hP` and `hPP` are used. The step `hA` is the polarization result, `hU` is $UU^\dagger=1$, and the `calc` block is the last display. The other direction is `norm_conserved` with $A=P$.

```lean
/-- For a Hermitian Hamiltonian and an orthogonal projector `P`, the population of the range of
`P` is conserved for all initial states and times if and only if `P` commutes with `H`. -/
theorem population_conserved_iff {H P : Matrix n n ℂ} (hH : H.IsHermitian)
    (hP : P.IsHermitian) (hPP : P * P = P) :
    (∀ (t : ℝ) (ψ : n → ℂ), population P (propagator H t *ᵥ ψ) = population P ψ) ↔
      H * P = P * H := by
  constructor
  · intro h
    -- for an orthogonal projector the population is an expectation value
    have hpop : ∀ ψ : n → ℂ, ((population P ψ : ℝ) : ℂ) = star ψ ⬝ᵥ (P *ᵥ ψ) := by
      intro ψ
      rw [population, norm_sq_eq_overlap, Matrix.star_mulVec, ← Matrix.dotProduct_mulVec,
        Matrix.mulVec_mulVec, hP.eq, hPP]
    apply commute_of_commute_propagator
    intro t
    have hA : (propagator H t)ᴴ * P * propagator H t - P = 0 := by
      apply eq_zero_of_expectation
      intro ψ
      have h1 := congrArg (fun x : ℝ => (x : ℂ)) (h t ψ)
      simp only [hpop] at h1
      rw [Matrix.sub_mulVec, dotProduct_sub, ← h1, Matrix.star_mulVec,
        ← Matrix.dotProduct_mulVec]
      simp only [Matrix.mulVec_mulVec, Matrix.mul_assoc, sub_self]
    have hU := mul_eq_one_comm.mp (propagator_unitary hH t)
    calc P * propagator H t
        = (propagator H t * (propagator H t)ᴴ) * P * propagator H t := by rw [hU, one_mul]
      _ = propagator H t * ((propagator H t)ᴴ * P * propagator H t) := by
          simp only [mul_assoc]
      _ = propagator H t * P := by rw [sub_eq_zero.mp hA]
  · intro h t ψ
    unfold population
    rw [norm_conserved hH h]
```

The direction from commutation to conservation uses neither property of $P$, but the converse needs both. Take $H=\begin{pmatrix}0&1\\1&0\end{pmatrix}$ in two examples:

- Without idempotence, let $P=\begin{pmatrix}1&0\\0&-1\end{pmatrix}$. It is Hermitian with $P^2=1$, so $\|P\psi\|=\|\psi\|$ is always conserved, although $P$ does not commute with $H$.
- Without Hermiticity, let $P=\begin{pmatrix}1&1\\0&0\end{pmatrix}$, an oblique projector. Then $P^\dagger P=1+H$ commutes with $H$, so $\|P\psi\|^2$ is conserved, but $HP\neq PH$.

The population could also have been defined as the expectation value $\psi^\dagger P\psi$. For orthogonal projectors the two definitions agree. With the expectation value, the equivalence would hold for any matrix $P$. From conservation to commutation, the step `hpop` would become the definition, and the rest of that argument uses neither property. In the other direction, commutation gives $U^\dagger PU=U^\dagger UP=P$. For Hermitian $P$ this would be a statement about conserved observables, and the reading as the squared length of a projected state would need the projector properties again.

In the smallest non-empty case there is one level. $H$ is a real number, $U(t)$ is a phase, and $P$ is $0$ or $1$. Both sides of the equivalence are then true. A projector that fails to commute with $H$ first appears with two levels.

## An isolated level and a coupled pair

The next theorem gives a concrete system that meets all the hypotheses. Levels 0 and 1 are coupled with strength 1, level 2 is isolated at energy 2, and $P$ projects onto the coupled pair. Amplitude can move between levels 0 and 1, while their total population stays fixed. The proof checks the four matrix identities entry by entry.

```lean
/-- A three-level Hamiltonian that couples only the first two levels, and the projector onto
these two levels, are Hermitian and commute, and the projector is idempotent. -/
theorem population_conserved_witness :
    let H : Matrix (Fin 3) (Fin 3) ℂ := !![0, 1, 0; 1, 0, 0; 0, 0, 2]
    let P : Matrix (Fin 3) (Fin 3) ℂ := !![1, 0, 0; 0, 1, 0; 0, 0, 0]
    H.IsHermitian ∧ P.IsHermitian ∧ P * P = P ∧ H * P = P * H := by
  refine ⟨?_, ?_, ?_, ?_⟩ <;> ext i j <;> fin_cases i <;> fin_cases j <;>
    simp [Matrix.mul_apply, Fin.sum_univ_succ]
```

Without commutation, conservation fails. Let $H=\begin{pmatrix}0&1\\1&0\end{pmatrix}$ and let $P$ project onto level 0. Since $H^2=1$, the exponential series sums to $U(t)=\cos t-iH\sin t$. A system that starts in level 0 therefore has population $\cos^2 t$ there, the familiar oscillation of two resonant coupled levels.

The theorem states that some time and some initial state change the population, without naming them. Its proof assumes the opposite and applies the equivalence to obtain $HP=PH$. The entries in row 0, column 1 contradict this: the entry is 0 in $HP$ and 1 in $PH$.

```lean
/-- For two levels, both at energy zero and coupled with strength 1, the population of the first
level differs from its initial value for some initial state and some time. -/
theorem coupled_levels_not_conserved :
    ∃ (t : ℝ) (ψ : Fin 2 → ℂ),
      population !![1, 0; 0, 0] (propagator !![0, 1; 1, 0] t *ᵥ ψ) ≠
        population !![1, 0; 0, 0] ψ := by
  by_contra hc
  push Not at hc
  have hH : (!![0, 1; 1, 0] : Matrix (Fin 2) (Fin 2) ℂ).IsHermitian := by
    ext i j; fin_cases i <;> fin_cases j <;> simp
  have hP : (!![1, 0; 0, 0] : Matrix (Fin 2) (Fin 2) ℂ).IsHermitian := by
    ext i j; fin_cases i <;> fin_cases j <;> simp
  have hPP : (!![1, 0; 0, 0] : Matrix (Fin 2) (Fin 2) ℂ) * !![1, 0; 0, 0] = !![1, 0; 0, 0] := by
    ext i j; fin_cases i <;> fin_cases j <;> simp [Matrix.mul_apply, Fin.sum_univ_succ]
  have hcomm := (population_conserved_iff hH hP hPP).mp hc
  -- the upper right entries of the two products differ
  have h01 := congrFun (congrFun hcomm 0) 1
  simp [Matrix.mul_apply, Fin.sum_univ_succ] at h01

end

end InvariantSubspacePopulation
```

```lean
#print axioms InvariantSubspacePopulation.stays_in_subspace
#print axioms InvariantSubspacePopulation.population_conserved_iff
#print axioms InvariantSubspacePopulation.coupled_levels_not_conserved
```

```
'InvariantSubspacePopulation.stays_in_subspace' depends on axioms: [propext, Classical.choice, Quot.sound]
'InvariantSubspacePopulation.population_conserved_iff' depends on axioms: [propext, Classical.choice, Quot.sound]
'InvariantSubspacePopulation.coupled_levels_not_conserved' depends on axioms: [propext, Classical.choice, Quot.sound]
```
